# The core-hole clock: charge-transfer time from the Auger ratio without back-transfer

Take a core-excited state whose excited electron leaves its atom at the same rate at which the core hole decays, and never returns. Half the holes then decay while the electron is still localised (Raman Auger), and half after it has left (normal Auger). The ratio of the two signals is one, and the transfer time equals the core lifetime. The signal ratio measures one rate against the other.

```lean
import Mathlib

open MeasureTheory Set Filter Topology

namespace CoreHoleClock

noncomputable section
```

For general rates, let $a(t)$ be the population with the electron localised and $b(t)$ the population with it transferred. The core hole decays at rate $G$ in both, transfer has rate $k$, and back-transfer has rate $r$:

$$a'=-(G+k)a+rb,\qquad b'=ka-(G+r)b,\qquad a(0)=1,\quad b(0)=0.$$

`RateEquations G k r a b` states these conditions for $t\ge 0$. The derivatives are taken within `Ici 0`, which is $[0,\infty)$, so the one at $t=0$ is one-sided. No solution formula is assumed, and the signs of the rates are left to the theorems.

```lean
/-- Rate equations of a core-excited state whose excited electron is localised (population `a`)
or transferred (population `b`), with core-hole decay rate `G`, transfer rate `k` and
back-transfer rate `r`; at time zero the electron is localised. -/
structure RateEquations (G k r : ℝ) (a b : ℝ → ℝ) : Prop where
  deriv_a : ∀ t, 0 ≤ t → HasDerivWithinAt a (-(G + k) * a t + r * b t) (Ici 0) t
  deriv_b : ∀ t, 0 ≤ t → HasDerivWithinAt b (k * a t - (G + r) * b t) (Ici 0) t
  a_zero : a 0 = 1
  b_zero : b 0 = 0
```

The yield of a population $p$ is $\int_0^\infty G\,p(t)\,dt$. It counts every core-hole decay as an Auger event, so fluorescence is neglected.

```lean
/-- The Auger yield of a state with population `p` and core-hole decay rate `G`: the decay
events per unit time, `G * p t`, integrated over all positive times. -/
def augerYield (G : ℝ) (p : ℝ → ℝ) : ℝ := ∫ t in Ioi (0 : ℝ), G * p t
```

The model has constant rates and instantaneous excitation. It leaves out electronic coherence and detuning, and takes the two Auger signals to be separable in the spectrum. Within these limits, and if back-transfer is absent, it shows how core-level spectroscopy can infer a charge-transfer time from a known core lifetime.

## (a) Slope of an exponential

**Task.** For real $c$, show that
$$\frac{d}{dt}e^{ct}=e^{ct}c.$$

**Solution.** The inner function $ct$ has derivative $c$, and the chain rule gives the result. In Lean, `h` is the inner derivative and `h.exp` the chain rule.

```lean
/-- The exponential `exp (c t)` changes in time at the rate `c` times itself. -/
theorem hasDerivAt_exp_rate (c t : ℝ) :
    HasDerivAt (fun s : ℝ => Real.exp (c * s)) (Real.exp (c * t) * c) t := by
  have h : HasDerivAt (fun s : ℝ => c * s) c t := by
    simpa using (hasDerivAt_id' t).const_mul c
  exact h.exp
```

## (b) First-order decay

**Task.** Let $f'=-cf$ on $[0,\infty)$. Show that for $t\ge0$
$$f(t)=f(0)e^{-ct}.$$

**Solution.** By the product rule,
$$\left(f e^{ct}\right)'=-cf e^{ct}+cf e^{ct}=0.$$
The product therefore keeps its initial value, so $f(t)e^{ct}=f(0)$. Multiply by $e^{-ct}$.

In the proof, `hd` is the vanishing derivative, `key` the constancy on $[0,t]$, and the last line the multiplication.

```lean
/-- A quantity that obeys first-order decay with rate constant `c` from time zero on is its
initial value times `exp (-c t)`. -/
theorem first_order_decay {f : ℝ → ℝ} {c : ℝ}
    (h : ∀ t, 0 ≤ t → HasDerivWithinAt f (-c * f t) (Ici 0) t) {t : ℝ} (ht : 0 ≤ t) :
    f t = f 0 * Real.exp (-c * t) := by
  -- the product `f s * exp (c s)` is constant in time
  have hd : ∀ s, 0 ≤ s →
      HasDerivWithinAt (fun s => f s * Real.exp (c * s)) 0 (Ici 0) s := fun s hs =>
    ((h s hs).fun_mul (hasDerivAt_exp_rate c s).hasDerivWithinAt).congr_deriv (by ring)
  have key := constant_of_has_deriv_right_zero
    (f := fun s => f s * Real.exp (c * s)) (a := 0) (b := t)
    (fun s hs => (hd s hs.1).continuousWithinAt.mono Icc_subset_Ici_self)
    (fun s hs => (hd s hs.1).mono (Ici_subset_Ici.mpr hs.1)) t ⟨ht, le_rfl⟩
  simp only [mul_zero, Real.exp_zero, mul_one] at key
  have hx : Real.exp (c * t) * Real.exp (-c * t) = 1 := by
    rw [← Real.exp_add]
    simp
  linear_combination Real.exp (-c * t) * key - f t * hx
```

## (c) Both populations

**Task.** For $k+r\ne0$ and $t\ge0$, show that
$$a=\frac{re^{-Gt}+ke^{-(G+k+r)t}}{k+r},\qquad b=\frac{k\left(e^{-Gt}-e^{-(G+k+r)t}\right)}{k+r}.$$

**Solution.** Transfer cancels in the sum $s=a+b$, leaving $s'=-Gs$. For $u=ka-rb$,
$$u'=-k(G+k)a+krb-rka+r(G+r)b=-(G+k+r)u.$$
Since $s(0)=1$ and $u(0)=k$, part (b) gives $s=e^{-Gt}$ and $u=ke^{-(G+k+r)t}$. Now solve
$$(k+r)a=u+rs,\qquad (k+r)b=ks-u.$$

The facts `hs` and `hu` are the two decay laws. The two `linear_combination` lines are the last two equations.

```lean
/-- If `k + r` is nonzero, the rate equations determine both populations at all times from
zero on, as combinations of exponentials with the rates `G` and `G + k + r`. -/
theorem populations {G k r : ℝ} {a b : ℝ → ℝ} (h : RateEquations G k r a b)
    (hkr : k + r ≠ 0) {t : ℝ} (ht : 0 ≤ t) :
    a t = (r * Real.exp (-G * t) + k * Real.exp (-(G + k + r) * t)) / (k + r) ∧
    b t = k * (Real.exp (-G * t) - Real.exp (-(G + k + r) * t)) / (k + r) := by
  -- the total population only feels the core-hole decay
  have hs := first_order_decay (f := fun s => a s + b s) (c := G)
    (fun s hs => ((h.deriv_a s hs).fun_add (h.deriv_b s hs)).congr_deriv (by ring)) ht
  -- the imbalance between forward and backward transfer is the second decay mode
  have hu := first_order_decay (f := fun s => k * a s - r * b s) (c := G + k + r)
    (fun s hs => (((h.deriv_a s hs).const_mul k).fun_sub
      ((h.deriv_b s hs).const_mul r)).congr_deriv (by ring)) ht
  simp only [h.a_zero, h.b_zero, add_zero, one_mul, mul_one, mul_zero, sub_zero] at hs hu
  constructor
  · rw [eq_div_iff hkr]
    linear_combination hu + r * hs
  · rw [eq_div_iff hkr]
    linear_combination k * hs - hu
```

## (d) Area under a decay

**Task.** For $c>0$, show that
$$\int_0^\infty e^{-ct}\,dt=\frac1c.$$

**Solution.** An antiderivative is $-e^{-ct}/c$. It tends to $0$ at infinity and equals $-1/c$ at $t=0$; the difference is $1/c$. The limit at infinity is `hlim`, and `hi` evaluates the integral from the antiderivative.

```lean
/-- An exponential decay with positive rate `c`, integrated over all positive times, gives the
lifetime `1 / c`. -/
theorem integral_decay {c : ℝ} (hc : 0 < c) :
    ∫ t in Ioi (0 : ℝ), Real.exp (-c * t) = 1 / c := by
  have hlim : Tendsto (fun t : ℝ => -1 / c * Real.exp (-c * t)) atTop (𝓝 (-1 / c * 0)) :=
    (Real.tendsto_exp_atBot.comp
      (tendsto_id.const_mul_atTop_of_neg (neg_lt_zero.mpr hc))).const_mul (-1 / c)
  have hi := integral_Ioi_of_hasDerivAt_of_tendsto'
    (fun t (_ : t ∈ Ici (0 : ℝ)) =>
      ((hasDerivAt_exp_rate (-c) t).const_mul (-1 / c)).congr_deriv
        (show _ = Real.exp (-c * t) by
          linear_combination Real.exp (-c * t) * mul_inv_cancel₀ hc.ne'))
    (exp_neg_integrableOn_Ioi 0 hc) hlim
  rw [hi]
  simp only [mul_zero, Real.exp_zero]
  ring
```

## (e) The two Auger yields

**Task.** For $G,k>0$ and $r\ge0$, show that
$$\int_0^\infty Ga\,dt=\frac{G+r}{G+k+r},\qquad \int_0^\infty Gb\,dt=\frac{k}{G+k+r}.$$

**Solution.** Insert (c) and integrate each exponential with (d):
$$\int_0^\infty Ga\,dt=\frac{G}{k+r}\left(\frac rG+\frac{k}{G+k+r}\right)=\frac{(k+r)(G+r)}{(k+r)(G+k+r)},$$
$$\int_0^\infty Gb\,dt=\frac{Gk}{k+r}\left(\frac1G-\frac1{G+k+r}\right)=\frac{k}{G+k+r}.$$

Here `two` integrates a general combination of the two exponentials, while `ea` and `eb` write the integrands in that form. `field_simp` and `ring` do the final algebra.

```lean
/-- For positive `G` and `k` and nonnegative `r`, the localised state has the Auger yield
`(G + r) / (G + k + r)` and the transferred state has the yield `k / (G + k + r)`. -/
theorem auger_yields {G k r : ℝ} {a b : ℝ → ℝ} (h : RateEquations G k r a b)
    (hG : 0 < G) (hk : 0 < k) (hr : 0 ≤ r) :
    augerYield G a = (G + r) / (G + k + r) ∧ augerYield G b = k / (G + k + r) := by
  have hkr : k + r ≠ 0 := by positivity
  have hS : 0 < G + k + r := by positivity
  have hG0 : G ≠ 0 := hG.ne'
  have hS0 : G + k + r ≠ 0 := hS.ne'
  -- integral of a combination of the two decay modes
  have two (A B : ℝ) : ∫ t in Ioi (0 : ℝ),
      (A * Real.exp (-G * t) + B * Real.exp (-(G + k + r) * t)) =
      A * (1 / G) + B * (1 / (G + k + r)) := by
    rw [integral_add ((exp_neg_integrableOn_Ioi 0 hG).const_mul A)
      ((exp_neg_integrableOn_Ioi 0 hS).const_mul B), integral_const_mul, integral_const_mul,
      integral_decay hG, integral_decay hS]
  have ea : EqOn (fun t => G * a t) (fun t => G * r / (k + r) * Real.exp (-G * t) +
      G * k / (k + r) * Real.exp (-(G + k + r) * t)) (Ioi 0) := by
    intro t ht
    simp only [(populations h hkr (mem_Ioi.mp ht).le).1]
    ring
  have eb : EqOn (fun t => G * b t) (fun t => G * k / (k + r) * Real.exp (-G * t) +
      -(G * k / (k + r)) * Real.exp (-(G + k + r) * t)) (Ioi 0) := by
    intro t ht
    simp only [(populations h hkr (mem_Ioi.mp ht).le).2]
    ring
  constructor
  · rw [augerYield, setIntegral_congr_fun measurableSet_Ioi ea, two]
    field_simp
    ring
  · rw [augerYield, setIntegral_congr_fun measurableSet_Ioi eb, two]
    field_simp
    ring
```

## (f) The clock reading with back-transfer

**Task.** Under the same conditions, show that the core lifetime times the Raman-to-normal ratio is
$$\frac1G\,\frac{\int_0^\infty Ga\,dt}{\int_0^\infty Gb\,dt}=\frac1k\left(1+\frac rG\right).$$

**Solution.** The common denominator in (e) cancels, so the ratio is $(G+r)/k$. Divide by $G$.

For $G\ll r$ the ratio approaches $r/k$, the equilibrium ratio of the populations under transfer alone. It then no longer contains the decay rate that should serve as the clock.

```lean
/-- For positive `G` and `k` and nonnegative `r`, the core lifetime `1 / G` times the
Raman-to-normal Auger ratio is the transfer time `1 / k` times `1 + r / G`. -/
theorem clock_with_back_transfer {G k r : ℝ} {a b : ℝ → ℝ} (h : RateEquations G k r a b)
    (hG : 0 < G) (hk : 0 < k) (hr : 0 ≤ r) :
    1 / G * (augerYield G a / augerYield G b) = 1 / k * (1 + r / G) := by
  have hS : G + k + r ≠ 0 := by positivity
  rw [(auger_yields h hG hk hr).1, (auger_yields h hG hk hr).2,
    div_div_div_cancel_right₀ hS]
  linear_combination k⁻¹ * mul_inv_cancel₀ hG.ne'
```

## (g) The clock without back-transfer

**Task.** For $r=0$ and $G,k>0$, show that
$$\int_0^\infty Ga\,dt=\frac G{G+k},\qquad \int_0^\infty Gb\,dt=\frac k{G+k},\qquad \frac1k=\frac1G\,\frac{\int_0^\infty Ga\,dt}{\int_0^\infty Gb\,dt}.$$

**Solution.** Set $r=0$ in (e) and (f). The Lean proof does the same, with `le_rfl` supplying $0\le0$. For $G=k$ both yields are $1/2$, as in the opening example.

```lean
/-- The core-hole clock: without back-transfer and for positive `G` and `k`, the Raman and
normal Auger yields are `G / (G + k)` and `k / (G + k)`, and the transfer time `1 / k` is the
core lifetime `1 / G` times their ratio. -/
theorem core_hole_clock {G k : ℝ} {a b : ℝ → ℝ} (h : RateEquations G k 0 a b)
    (hG : 0 < G) (hk : 0 < k) :
    augerYield G a = G / (G + k) ∧ augerYield G b = k / (G + k) ∧
    1 / k = 1 / G * (augerYield G a / augerYield G b) := by
  have hy := auger_yields h hG hk le_rfl
  have hc := clock_with_back_transfer h hG hk le_rfl
  simp only [add_zero] at hy
  rw [zero_div, add_zero, mul_one] at hc
  exact ⟨hy.1, hy.2, hc.symm⟩
```

## (h) When the reading is exact

**Task.** For $G,k>0$ and $r\ge0$, show that
$$\frac1G\,\frac{\int_0^\infty Ga\,dt}{\int_0^\infty Gb\,dt}=\frac1k\iff r=0.$$

**Solution.** By (f), the left side says $\frac1k(1+r/G)=\frac1k$. Cancelling $1/k$ leaves $r/G=0$, hence $r=0$. The converse is direct substitution. Any back-transfer within the model thus makes the inferred time too long.

```lean
/-- For positive `G` and `k` and nonnegative `r`, the core lifetime times the Raman-to-normal
Auger ratio equals the transfer time `1 / k` exactly when there is no back-transfer. -/
theorem clock_exact_iff {G k r : ℝ} {a b : ℝ → ℝ} (h : RateEquations G k r a b)
    (hG : 0 < G) (hk : 0 < k) (hr : 0 ≤ r) :
    1 / G * (augerYield G a / augerYield G b) = 1 / k ↔ r = 0 := by
  rw [clock_with_back_transfer h hG hk hr]
  constructor
  · intro e
    have h1 := mul_left_cancel₀ (one_div_pos.mpr hk).ne' (e.trans (mul_one _).symm)
    have h0 : r / G = 0 := by linarith
    exact (div_eq_zero_iff.mp h0).resolve_right hG.ne'
  · intro e
    rw [e]
    simp
```

## (i) The explicit populations solve the equations

**Task.** For $k+r\ne0$, check that the functions in (c) satisfy the rate equations and initial values. With $E=e^{-Gt}$ and $F=e^{-(G+k+r)t}$, this requires
$$(k+r)a'=-GrE-k(G+k+r)F,\qquad (k+r)b'=-GkE+k(G+k+r)F$$
to agree with the right-hand sides of the rate equations.

**Solution.** Those right-hand sides, multiplied by $k+r$, are
$$-(G+k)(rE+kF)+rk(E-F)=-GrE-k(G+k+r)F,$$
$$k(rE+kF)-(G+r)k(E-F)=-GkE+k(G+k+r)F.$$
At $t=0$, $E=F=1$, so $a=1$ and $b=0$. The fields `deriv_a` and `deriv_b` differentiate using (a), and `ring` compares the two sides. The earlier parts therefore describe populations that do exist.

```lean
/-- If `k + r` is nonzero, these two explicit combinations of exponentials satisfy the rate
equations and the initial conditions. -/
theorem rateEquations_witness (G k r : ℝ) (hkr : k + r ≠ 0) :
    RateEquations G k r
      (fun t => (r * Real.exp (-G * t) + k * Real.exp (-(G + k + r) * t)) / (k + r))
      (fun t => k * (Real.exp (-G * t) - Real.exp (-(G + k + r) * t)) / (k + r)) where
  deriv_a t _ := ((((hasDerivAt_exp_rate (-G) t).const_mul r).fun_add
    ((hasDerivAt_exp_rate (-(G + k + r)) t).const_mul k)).div_const
      (k + r)).hasDerivWithinAt.congr_deriv (by ring)
  deriv_b t _ := ((((hasDerivAt_exp_rate (-G) t).fun_sub
    (hasDerivAt_exp_rate (-(G + k + r)) t)).const_mul k).div_const
      (k + r)).hasDerivWithinAt.congr_deriv (by ring)
  a_zero := by
    simp only [mul_zero, Real.exp_zero, mul_one]
    rw [add_comm r k, div_self hkr]
  b_zero := by simp

end

end CoreHoleClock
```

```lean
#print axioms CoreHoleClock.core_hole_clock
#print axioms CoreHoleClock.clock_exact_iff
```

```
'CoreHoleClock.core_hole_clock' depends on axioms: [propext, Classical.choice, Quot.sound]
'CoreHoleClock.clock_exact_iff' depends on axioms: [propext, Classical.choice, Quot.sound]
```
